# For positive definite stiffnesses, the inverse of the average never exceeds the average of the inverses

**Q:** I have two springs of stiffness 1 and 3, equally likely. I average the stiffness to 2 and predict a displacement of $1/2$ under unit load. The true average is $(1+1/3)/2=2/3$. For coupled coordinates the stiffnesses are matrices that need not commute. Do I still know the sign of the error?

**A:** Yes, for the displacement projected on the load. Let $K_i$ be positive definite stiffness matrices and $w_i\ge 0$ weights with $\sum_i w_i=1$. Write $\bar K=\sum_i w_iK_i$. Then $\sum_i w_iK_i^{-1}-\bar K^{-1}$ is positive semidefinite, so $f^\dagger\bar K^{-1}f\le\sum_i w_i f^\dagger K_i^{-1}f$ for every load $f$.

**Q:** What do these objects become in Lean?

**A:** The finite type `ι` labels the members of the ensemble and the finite type `n` the coordinates. Matrices are complex, weights are real.

```lean
import Mathlib

open Matrix
open scoped ComplexOrder

namespace InverseOperatorConvexity

variable {ι n : Type*} [Fintype ι] [Fintype n] [DecidableEq n]
```

The same average serves for stiffnesses and for their inverses. The weights need not be Boltzmann weights.

```lean
/-- The weighted sum of the matrices `X i` with real weights `w i`. It is the ensemble average when
the weights are nonnegative and sum to one. -/
noncomputable def ensembleMean (w : ι → ℝ) (X : ι → Matrix n n ℂ) : Matrix n n ℂ :=
  ∑ i, w i • X i
```

The name `response` means the number $f^\dagger K^{-1}f$, whereas textbooks often give that name to the matrix $K^{-1}$. For positive definite $K$ the number is already real, so taking the real part loses nothing.

```lean
/-- The static response `f† K⁻¹ f` of a system with invertible stiffness `K` to the load `f`:
the displacement `K⁻¹ f` projected on the load (real part). -/
noncomputable def response (K : Matrix n n ℂ) (f : n → ℂ) : ℝ :=
  (star f ⬝ᵥ (K⁻¹ *ᵥ f)).re
```

**Q:** Where does stability enter?

**A:** In `PosDef`, which in Mathlib includes being Hermitian. Physically, every member sits at a minimum with no free direction; a free molecule must first have its translations and rotations removed. Positive definiteness makes the determinant invertible, which gives $KK^{-1}=1$.

```lean
/-- A positive definite stiffness matrix times its inverse is the identity. -/
theorem stiffness_mul_inv {K : Matrix n n ℂ} (hK : K.PosDef) : K * K⁻¹ = 1 :=
  Matrix.mul_nonsing_inv _ ((Matrix.isUnit_iff_isUnit_det _).mp hK.isUnit)
```

**Q:** And the mean stiffness? Some weights may vanish.

**A:** Not all of them, since they sum to one. For $x\ne0$, $x^\dagger\bar Kx=\sum_i w_i\,x^\dagger K_ix>0$, because no term is negative and at least one is positive. The proof finds a member `j` with positive weight by contradiction, splits its term off the sum, and adds the positive semidefinite remainder.

```lean
omit [Fintype n] [DecidableEq n] in
/-- The average of positive definite stiffness matrices, with nonnegative weights that sum to
one, is positive definite. -/
theorem ensembleMean_posDef {w : ι → ℝ} {K : ι → Matrix n n ℂ} (hw : ∀ i, 0 ≤ w i)
    (hsum : ∑ i, w i = 1) (hK : ∀ i, (K i).PosDef) : (ensembleMean w K).PosDef := by
  classical
  -- at least one member of the ensemble has positive weight
  obtain ⟨j, hj⟩ : ∃ j, 0 < w j := by
    by_contra h
    simp only [not_exists, not_lt] at h
    have h0 := Finset.sum_nonpos (fun i (_ : i ∈ Finset.univ) => h i)
    linarith
  unfold ensembleMean
  rw [← Finset.add_sum_erase Finset.univ _ (Finset.mem_univ j)]
  exact ((hK j).smul hj).add_posSemidef
    (Matrix.posSemidef_sum _ fun i _ => (hK i).posSemidef.smul (hw i))
```

**Q:** Hermitian matrices that don't commute have no common orthonormal eigenbasis, so I can't just apply scalar convexity to each eigenvalue. What do you use instead?

**A:** An exact identity. Put $S_i=K_i^{-1}$ and $R=\bar K^{-1}$. Keeping the order of the factors,

$$(S_i-R)K_i(S_i-R)=S_iK_iS_i-S_iK_iR-RK_iS_i+RK_iR=S_i-2R+RK_iR.$$

Now average. The last term becomes $R\bar KR=R$, so

$$\sum_i w_i(S_i-R)K_i(S_i-R)=\sum_i w_iS_i-R.$$

In Lean, `hterm` is the first line, with `noncomm_ring` doing the expansion, and `hq` is the average of the last term. The identity needs only the inverse relations and the sum of the weights, not positivity. The "fluctuation" in its name is the spread over the ensemble; nothing thermal is implied.

```lean
/-- Fluctuation identity: let `S i` invert the stiffness `K i` and let `R` invert the mean
stiffness, with weights that sum to one. Then the mean of the `S i` exceeds `R` by the mean of
`(S i - R) K i (S i - R)`. -/
theorem fluctuation_identity {w : ι → ℝ} {K S : ι → Matrix n n ℂ} {R : Matrix n n ℂ}
    (hsum : ∑ i, w i = 1) (hS : ∀ i, K i * S i = 1) (hR : ensembleMean w K * R = 1) :
    ensembleMean w S - R = ensembleMean w (fun i => (S i - R) * K i * (S i - R)) := by
  have hterm : ∀ i, (S i - R) * K i * (S i - R) = S i - R - R + R * K i * R := by
    intro i
    have hSK : S i * K i = 1 := mul_eq_one_comm.mp (hS i)
    calc (S i - R) * K i * (S i - R)
        = (S i * K i) * S i - (S i * K i) * R - R * (K i * S i) + R * K i * R := by
          noncomm_ring
      _ = S i - R - R + R * K i * R := by
          rw [hSK, hS i, one_mul, one_mul, mul_one]
  have hc : ∑ i, w i • R = R := by rw [← Finset.sum_smul, hsum, one_smul]
  -- the quadratic term averages to `R`
  have hq : ∑ i, w i • (R * K i * R) = R := by
    calc ∑ i, w i • (R * K i * R) = R * ensembleMean w K * R := by
          simp only [ensembleMean, Finset.mul_sum, Finset.sum_mul, mul_smul_comm,
            smul_mul_assoc]
      _ = R := by rw [mul_assoc, hR, mul_one]
  simp only [ensembleMean, hterm, smul_add, smul_sub, Finset.sum_add_distrib,
    Finset.sum_sub_distrib, hc, hq]
  abel
```

**Q:** So positivity comes last?

**A:** For the sign, yes; before that it only supplied the inverses. The matrix $D_i=S_i-R$ is Hermitian, hence $x^\dagger D_iK_iD_ix=(D_ix)^\dagger K_i(D_ix)\ge0$. A sum of such terms with nonnegative weights is positive semidefinite. The Lean proof rewrites with the identity and treats each term this way; `hD` records that $D_i$ is Hermitian.

```lean
/-- Operator convexity of the inverse: for positive definite stiffness matrices and nonnegative
weights that sum to one, the mean of the inverses minus the inverse of the mean is positive
semidefinite. -/
theorem mean_inv_sub_inv_mean_posSemidef {w : ι → ℝ} {K : ι → Matrix n n ℂ}
    (hw : ∀ i, 0 ≤ w i) (hsum : ∑ i, w i = 1) (hK : ∀ i, (K i).PosDef) :
    (ensembleMean w (fun i => (K i)⁻¹) - (ensembleMean w K)⁻¹).PosSemidef := by
  have hM := ensembleMean_posDef hw hsum hK
  rw [fluctuation_identity hsum (fun i => stiffness_mul_inv (hK i)) (stiffness_mul_inv hM)]
  refine Matrix.posSemidef_sum _ fun i _ => ?_
  -- each term is a congruence of `K i` by a Hermitian matrix
  have hD := ((hK i).isHermitian.inv.sub hM.isHermitian.inv).eq
  have hP := (hK i).posSemidef.conjTranspose_mul_mul_same ((K i)⁻¹ - (ensembleMean w K)⁻¹)
  rw [hD] at hP
  exact hP.smul (hw i)
```

For two matrices, the weights are $t$ and $1-t$ with $0\le t\le1$:

```lean
/-- Two systems: for positive definite `A`, `B` and `t` in `[0, 1]`, the matrix
`t A⁻¹ + (1 - t) B⁻¹ - (t A + (1 - t) B)⁻¹` is positive semidefinite. -/
theorem inv_convex_two {A B : Matrix n n ℂ} (hA : A.PosDef) (hB : B.PosDef) {t : ℝ}
    (ht0 : 0 ≤ t) (ht1 : t ≤ 1) :
    (t • A⁻¹ + (1 - t) • B⁻¹ - (t • A + (1 - t) • B)⁻¹).PosSemidef := by
  have h := mean_inv_sub_inv_mean_posSemidef (w := ![t, 1 - t]) (K := ![A, B])
    (Fin.forall_fin_two.2 ⟨ht0, sub_nonneg.2 ht1⟩) (by simp [Fin.sum_univ_two])
    (Fin.forall_fin_two.2 ⟨hA, hB⟩)
  simpa [ensembleMean, Fin.sum_univ_two] using h
```

**Q:** What if one member is unstable but the average is stable?

**A:** Then the inequality can fail. Take $1\times1$ stiffnesses $-1$ and $3$ with equal weights. The mean is 1, with inverse 1, but the mean inverse is $-1/3$. It is therefore not enough that all $K_i$ are Hermitian and invertible with a positive definite mean.

**Q:** Show me the inequality in a calculation.

**A:** Suppose two sampled structures have the Hessians

$$K_1=\begin{pmatrix}1&0\\0&3\end{pmatrix},\qquad K_2=\begin{pmatrix}2&1\\1&2\end{pmatrix},$$

which don't commute, and equal weights. Averaging the Hessians and solving once gives the first matrix below; solving for each structure and then averaging gives the second:

$$\bar K^{-1}=\begin{pmatrix}5/7&-1/7\\-1/7&3/7\end{pmatrix},\qquad \tfrac12(K_1^{-1}+K_2^{-1})=\begin{pmatrix}5/6&-1/6\\-1/6&1/2\end{pmatrix}.$$

A unit load on the first coordinate moves it by $5/7$ in the first procedure and by $5/6$ in the second. The off-diagonal entry is ordered the other way, so the inequality orders quadratic forms, and with them the diagonal entries, but not the off-diagonal ones. In simulation practice, for finitely many harmonic structures with positive definite Hessians, the single solve thus gives a lower bound on the average projected response.

The Lean proof evaluates the quadratic form of the matrix inequality at $f$ and takes its real part; `e` identifies the averaged term.

```lean
/-- For positive definite stiffness matrices and nonnegative weights that sum to one, the
response of the averaged stiffness to any load is at most the average response. -/
theorem response_mean_le {w : ι → ℝ} {K : ι → Matrix n n ℂ} (hw : ∀ i, 0 ≤ w i)
    (hsum : ∑ i, w i = 1) (hK : ∀ i, (K i).PosDef) (f : n → ℂ) :
    response (ensembleMean w K) f ≤ ∑ i, w i * response (K i) f := by
  have e : (star f ⬝ᵥ (ensembleMean w (fun i => (K i)⁻¹) *ᵥ f)).re
      = ∑ i, w i * response (K i) f := by
    simp [ensembleMean, response, Matrix.sum_mulVec, dotProduct_sum, Matrix.smul_mulVec,
      dotProduct_smul]
  have h := (Complex.le_def.1
    ((mean_inv_sub_inv_mean_posSemidef hw hsum hK).dotProduct_mulVec_nonneg f)).1
  rw [Matrix.sub_mulVec, dotProduct_sub, Complex.sub_re, e, Complex.zero_re] at h
  exact sub_nonneg.1 h
```

**Q:** Is that the response I would measure?

**A:** Only if the measured response is the average of the members' linear responses at fixed weights. That identification is physical input. A load that also shifts the populations can add a contribution of its own, for instance when the members have different equilibrium positions.

**Q:** When is there no error at all?

**A:** If all weights are strictly positive, the two matrices agree exactly when all the stiffnesses coincide. A single load may still see no difference, for instance if it acts on a decoupled coordinate whose stiffness is the same in every member.

The argument needs one lemma. If $D^\dagger KD=0$ with $K$ positive definite, then $(Dx)^\dagger K(Dx)=0$, so $Dx=0$ for every $x$, and $D=0$. Lean applies $D$ to the basis vectors `Pi.single b 1` to read off its entries.

```lean
/-- If `K` is positive definite and `D† K D = 0`, then `D = 0`. -/
theorem eq_zero_of_congruence_eq_zero {K D : Matrix n n ℂ} (hK : K.PosDef)
    (h : Dᴴ * K * D = 0) : D = 0 := by
  have hx : ∀ x : n → ℂ, D *ᵥ x = 0 := by
    intro x
    by_contra hne
    have hpos := hK.dotProduct_mulVec_pos hne
    rw [Matrix.star_mulVec, ← Matrix.dotProduct_mulVec, Matrix.mulVec_mulVec,
      Matrix.mulVec_mulVec, h, Matrix.zero_mulVec, dotProduct_zero] at hpos
    exact lt_irrefl _ hpos
  ext a b
  have hab := congrFun (hx (Pi.single b 1)) a
  simpa using hab
```

Now suppose the two averages agree. The identity gives $\sum_i w_iD_iK_iD_i=0$. Taking the trace yields a vanishing sum of nonnegative numbers, so each is zero. Since $w_i>0$, each $D_iK_iD_i$ has zero trace, and a positive semidefinite matrix with zero trace vanishes. The lemma gives $D_i=0$, hence $K_i^{-1}=\bar K^{-1}$ and $K_i=\bar K$ for every $i$. These steps are `htr`, `hall`, `h0`, `hinv` and `hKM`, with `M` standing for $\bar K$. Conversely, if all $K_i$ equal one matrix $K$, both averages are $K^{-1}$.

```lean
/-- Equality case: for positive definite stiffness matrices and strictly positive weights that
sum to one, the mean inverse equals the inverse mean exactly when all stiffnesses coincide. -/
theorem mean_inv_eq_inv_mean_iff {w : ι → ℝ} {K : ι → Matrix n n ℂ} (hw : ∀ i, 0 < w i)
    (hsum : ∑ i, w i = 1) (hK : ∀ i, (K i).PosDef) :
    ensembleMean w (fun i => (K i)⁻¹) = (ensembleMean w K)⁻¹ ↔ ∀ i j, K i = K j := by
  constructor
  · intro h
    have hM := ensembleMean_posDef (fun i => (hw i).le) hsum hK
    have hid := fluctuation_identity hsum (fun i => stiffness_mul_inv (hK i))
      (stiffness_mul_inv hM)
    rw [h, sub_self] at hid
    generalize ensembleMean w K = M at hM hid
    have hD : ∀ i, ((K i)⁻¹ - M⁻¹)ᴴ = (K i)⁻¹ - M⁻¹ := fun i =>
      ((hK i).isHermitian.inv.sub hM.isHermitian.inv).eq
    have hP : ∀ i, (((K i)⁻¹ - M⁻¹) * K i * ((K i)⁻¹ - M⁻¹)).PosSemidef := by
      intro i
      have hi := (hK i).posSemidef.conjTranspose_mul_mul_same ((K i)⁻¹ - M⁻¹)
      rwa [hD i] at hi
    -- a vanishing sum of nonnegative traces has vanishing terms
    have htr := congrArg Matrix.trace hid
    simp only [ensembleMean, Matrix.trace_zero, Matrix.trace_sum, Matrix.trace_smul] at htr
    have hall := (Finset.sum_eq_zero_iff_of_nonneg
      (fun i _ => smul_nonneg (hw i).le (hP i).trace_nonneg)).1 htr.symm
    have hKM : ∀ i, K i = M := by
      intro i
      have h0 := (hP i).trace_eq_zero_iff.1
        ((smul_eq_zero.1 (hall i (Finset.mem_univ i))).resolve_left (hw i).ne')
      have hinv : (K i)⁻¹ = M⁻¹ :=
        sub_eq_zero.1 (eq_zero_of_congruence_eq_zero (hK i) (by rw [hD i]; exact h0))
      calc K i = K i * (M⁻¹ * M) := by
            rw [mul_eq_one_comm.mp (stiffness_mul_inv hM), mul_one]
        _ = M := by rw [← hinv, ← mul_assoc, stiffness_mul_inv (hK i), one_mul]
    intro i j
    rw [hKM i, hKM j]
  · intro h
    rcases isEmpty_or_nonempty ι with hι | ⟨⟨j⟩⟩
    · simp at hsum
    · have hc : K = fun _ => K j := funext fun i => h i j
      rw [hc]
      simp only [ensembleMean, ← Finset.sum_smul, hsum, one_smul]

end InverseOperatorConvexity
```

```lean
#print axioms InverseOperatorConvexity.stiffness_mul_inv
#print axioms InverseOperatorConvexity.inv_convex_two
#print axioms InverseOperatorConvexity.response_mean_le
#print axioms InverseOperatorConvexity.mean_inv_eq_inv_mean_iff
```

```
'InverseOperatorConvexity.stiffness_mul_inv' depends on axioms: [propext, Classical.choice, Quot.sound]
'InverseOperatorConvexity.inv_convex_two' depends on axioms: [propext, Classical.choice, Quot.sound]
'InverseOperatorConvexity.response_mean_le' depends on axioms: [propext, Classical.choice, Quot.sound]
'InverseOperatorConvexity.mean_inv_eq_inv_mean_iff' depends on axioms: [propext, Classical.choice, Quot.sound]
```
